# For l = 0, exactly one Bessel wave number per interval between positive nodes matches a given logarithmic derivative

Let $R(r)$ be the radial part of an s orbital, without the extra factor $r$, and let $r_c>0$ be the core radius. The quantity to be matched is the dimensionless logarithmic derivative

$$L=\frac{r_c\,R'(r_c)}{R(r_c)},$$

a finite real number when $R$ has no node at $r_c$. A code that stores $u(r)=r\,R(r)$ has $r_c u'(r_c)/u(r_c)=L+1$.

The matching function is $j_0(qr)$, with $j_0(x)=\sin x/x$, wave number $q$ and $x=q r_c$. For an imaginary wave number, $x=iy$ with $y$ real, and $j_0(iy)=\sinh y/y$, written $i_0(y)$.

## The matching condition and its roots

For real and imaginary wave numbers the conditions are

$$x\cot x-1=L,\qquad y\coth y-1=L.$$

- For every real $L$ and every integer $n\ge1$, the first has exactly one root in $(n\pi,(n+1)\pi)$.
- In $(0,\pi)$ it has exactly one root if $L<0$ and none if $L\ge0$.
- The second has exactly one root $y>0$ if $L>0$ and none if $L\le0$.

## Bracketing wave numbers in a pseudopotential generator

In norm-conserving pseudization with a Bessel basis, a generator may expand the pseudo-orbital inside $r_c$ in functions $j_0(q_i r)$ that each have the all-electron logarithmic derivative at $r_c$; for the s channel, the root count says where these $q_i$ lie. The function

$$g(x)=x\cos x-(L+1)\sin x$$

has the same roots between nodes and no poles. For $n\ge1$ it has opposite signs at $n\pi$ and $(n+1)\pi$, so these endpoints can be given to a bisection routine. In the first interval $g(0)=0$ for every $L$, so the endpoints $0$ and $\pi$ do not show opposite signs; for $L<0$ the derivation below supplies a positive starting point where $g\ge0$.

## Monotonicity gives uniqueness, a sign change gives existence

**Differentiation.** From $j_0'(x)=(x\cos x-\sin x)/x^2$ follows $x j_0'(x)/j_0(x)=x\cot x-1$. Likewise $y\,i_0'(y)/i_0(y)=y\coth y-1$.

**At most one root between nodes.** For $x>0$ away from the nodes,

$$\frac{d}{dx}(x\cot x)=\frac{\sin x\cos x-x}{\sin^2x}<0,$$

because $2\sin x\cos x=\sin 2x<2x$. A strictly decreasing function takes each value at most once.

**A root for $n\ge1$.** Since $\sin n\pi=0$ and $\cos n\pi=(-1)^n$,

$$(-1)^n g(n\pi)=n\pi>0,\qquad (-1)^n g((n+1)\pi)=-(n+1)\pi<0.$$

The intermediate value theorem gives a zero strictly between. There $\sin x\ne0$, and division by $\sin x$ restores the matching condition.

**The first interval, $L<0$.** Here $g(\pi)=-\pi<0$, and a point $a$ with $g(a)\ge0$ is needed. If $L\le-1$, take $a=\pi/2$, where $g(a)=-(L+1)\ge0$. If $-1<L<0$, take $a=\arccos(L+1)$, where $g(a)=(L+1)(a-\sin a)>0$.

**The first interval, $L\ge0$.** On $(0,\pi)$ we have $x\cos x<\sin x$: for $x<\pi/2$ this is $x<\tan x$, and for $x\ge\pi/2$ the left side is not positive while the right side is. Hence $x\cot x-1<0$, and no such $L$ is reached.

**Imaginary wave number, $L>0$.** The derivative of $y\coth y$ is $(\sinh y\cosh y-y)/\sinh^2y$, which is positive because $\sinh y>y$ and $\cosh y\ge1$. So there is at most one root. For existence put $h(y)=y\cosh y-(L+1)\sinh y$ and $a=\operatorname{arsinh}L$. Then $0<a<L$ and $\cosh a=\sqrt{1+L^2}\le L+1$, which gives

$$h(a)\le(L+1)(a-L)<0,\qquad h(L+1)=(L+1)e^{-(L+1)}>0.$$

The root lies between $\operatorname{arsinh}L$ and $L+1$.

**Imaginary wave number, $L\le0$.** The function $y\cosh y-\sinh y$ vanishes at $0$ and has derivative $y\sinh y>0$. Hence $y\coth y-1>0$ for $y>0$.

**Back to wave numbers.** By the chain rule, the logarithmic derivative of $j_0(qr)$ at $r_c$ is that of $j_0$ at $qr_c$. Each root $x$ therefore gives $q=x/r_c$.

## The Lean file

```lean
import Mathlib

open Real Set

namespace BesselPseudization

noncomputable section

/-- The dimensionless logarithmic derivative `x f'(x) / f(x)` of a radial function. -/
def scaledLogDeriv (f : ℝ → ℝ) (x : ℝ) : ℝ := x * deriv f x / f x

/-- The spherical Bessel function of order zero, at nonzero argument. -/
def j0 (x : ℝ) : ℝ := sin x / x

/-- The modified spherical Bessel function of order zero, at nonzero argument. -/
def i0 (y : ℝ) : ℝ := sinh y / y

/-- On the imaginary axis the quotient `sin z / z` takes the values of `i0`. -/
theorem j0_imaginary (y : ℝ) :
    Complex.sin (y * Complex.I) / (y * Complex.I) = (i0 y : ℂ) := by
  rw [Complex.sin_mul_I, mul_div_mul_right _ _ Complex.I_ne_zero]
  simp [i0]

/-- The logarithmic derivative of `f (q r)` at radius `r` is that of `f` at `q r`. -/
theorem scaledLogDeriv_scale (f : ℝ → ℝ) (q r : ℝ) :
    scaledLogDeriv (fun s => f (q * s)) r = scaledLogDeriv f (q * r) := by
  simp only [scaledLogDeriv]
  rw [deriv_comp_mul_left q f r, smul_eq_mul]
  ring

/-- Where `sin x ≠ 0`, `x j0'(x) / j0(x) = x cot x - 1`. -/
theorem scaledLogDeriv_j0 {x : ℝ} (hs : sin x ≠ 0) :
    scaledLogDeriv j0 x = x * cot x - 1 := by
  have hx : x ≠ 0 := by
    intro h
    exact hs (by rw [h, Real.sin_zero])
  have h : HasDerivAt j0 ((cos x * x - sin x * 1) / x ^ 2) x :=
    (Real.hasDerivAt_sin x).fun_div (hasDerivAt_id' x) hx
  unfold scaledLogDeriv
  rw [h.deriv, Real.cot_eq_cos_div_sin]
  simp only [j0]
  field_simp

/-- For the modified function at `y ≠ 0`, `y i0'(y) / i0(y) = y coth y - 1`. -/
theorem scaledLogDeriv_i0 {y : ℝ} (hy : y ≠ 0) :
    scaledLogDeriv i0 y = y * (cosh y / sinh y) - 1 := by
  have hs : sinh y ≠ 0 := fun h => hy (Real.sinh_eq_zero.mp h)
  have h : HasDerivAt i0 ((cosh y * y - sinh y * 1) / y ^ 2) y :=
    (Real.hasDerivAt_sinh y).fun_div (hasDerivAt_id' y) hy
  unfold scaledLogDeriv
  rw [h.deriv]
  simp only [i0]
  field_simp

private lemma sin_ne {n : ℕ} {x : ℝ} (hx : x ∈ Ioo (n * π) ((n + 1) * π)) :
    sin x ≠ 0 := by
  intro h
  obtain ⟨k, hk⟩ := Real.sin_eq_zero_iff.mp h
  have h1 : (n : ℝ) < k := lt_of_mul_lt_mul_right (by rw [hk]; exact hx.1) pi_pos.le
  have h2 : (k : ℝ) < n + 1 := lt_of_mul_lt_mul_right (by rw [hk]; exact hx.2) pi_pos.le
  have h3 : (n : ℤ) < k := by exact_mod_cast h1
  have h4 : k < (n : ℤ) + 1 := by exact_mod_cast h2
  omega

private lemma match_iff {c s x L : ℝ} (hs : s ≠ 0) :
    x * (c / s) - 1 = L ↔ x * c - (L + 1) * s = 0 := by
  have e : x * (c / s) = x * c / s := (mul_div_assoc _ _ _).symm
  rw [e, sub_eq_iff_eq_add, div_eq_iff hs, sub_eq_zero]

/-- On each interval `(n π, (n + 1) π)` with `n ≥ 0`, the dimensionless logarithmic derivative of
`j0` is strictly decreasing. -/
theorem strictAntiOn_j0 (n : ℕ) :
    StrictAntiOn (scaledLogDeriv j0) (Ioo (n * π) ((n + 1) * π)) := by
  have hd : ∀ x ∈ Ioo (n * π) ((n + 1) * π), HasDerivAt (fun x => x * cos x / sin x)
      ((sin x * cos x - x) / sin x ^ 2) x := by
    intro x hx
    refine (((hasDerivAt_id' x).fun_mul (Real.hasDerivAt_cos x)).fun_div
      (Real.hasDerivAt_sin x) (sin_ne hx)).congr_deriv ?_
    congr 1
    linear_combination (-x) * Real.sin_sq_add_cos_sq x
  have hF : StrictAntiOn (fun x => x * cos x / sin x) (Ioo (n * π) ((n + 1) * π)) := by
    refine strictAntiOn_of_deriv_neg (convex_Ioo _ _)
      (fun x hx => (hd x hx).continuousAt.continuousWithinAt) ?_
    intro x hx
    rw [interior_Ioo] at hx
    rw [(hd x hx).deriv]
    have hx0 : 0 < x := lt_of_le_of_lt (by positivity) hx.1
    -- the sign comes from `sin 2x < 2x`
    have h2 := Real.sin_lt (show 0 < 2 * x by linarith)
    rw [Real.sin_two_mul] at h2
    exact div_neg_of_neg_of_pos (by linarith) (pow_pos_of_ne (sin_ne hx))
  intro a ha b hb hab
  have h : b * cos b / sin b < a * cos a / sin a := hF ha hb hab
  rw [scaledLogDeriv_j0 (sin_ne ha), scaledLogDeriv_j0 (sin_ne hb),
    Real.cot_eq_cos_div_sin, Real.cot_eq_cos_div_sin]
  simp only [← mul_div_assoc]
  linarith
where
  pow_pos_of_ne {s : ℝ} (h : s ≠ 0) : 0 < s ^ 2 := by positivity

private lemma exists_zero (L : ℝ) (n : ℕ) {a : ℝ} (h1 : a ≤ (n + 1) * π)
    (h2 : 0 ≤ (-1 : ℝ) ^ n * (a * cos a - (L + 1) * sin a)) :
    ∃ x, a ≤ x ∧ x < (n + 1) * π ∧ x * cos x - (L + 1) * sin x = 0 := by
  have hs : (-1 : ℝ) ^ n * (-1) ^ n = 1 := by rw [← mul_pow]; norm_num
  have hc : cos (((n : ℝ) + 1) * π) = -(-1) ^ n := by
    have := Real.cos_nat_mul_pi (n + 1)
    push_cast at this
    rw [this, pow_succ]; ring
  have hn : sin (((n : ℝ) + 1) * π) = 0 := by
    have := Real.sin_nat_mul_pi (n + 1)
    push_cast at this
    exact this
  have he : (-1 : ℝ) ^ n * (((n + 1) * π) * cos ((n + 1) * π)
      - (L + 1) * sin ((n + 1) * π)) = -((n + 1) * π) := by
    rw [hc, hn]; linear_combination (-((n + 1) * π)) * hs
  have hp : 0 < ((n : ℝ) + 1) * π := by positivity
  obtain ⟨x, hx, hx0⟩ := intermediate_value_Icc' h1
    (f := fun x => (-1 : ℝ) ^ n * (x * cos x - (L + 1) * sin x))
    (Continuous.continuousOn (by fun_prop)) ⟨he.le.trans (by linarith), h2⟩
  have hx1 : (-1 : ℝ) ^ n * (x * cos x - (L + 1) * sin x) = 0 := hx0
  refine ⟨x, hx.1, lt_of_le_of_ne hx.2 ?_,
    (mul_eq_zero.mp hx1).resolve_left (pow_ne_zero _ (by norm_num))⟩
  intro h
  rw [h, he] at hx1
  linarith

/-- For every real `L` and `n ≥ 1`, the matching condition `x j0'(x) / j0(x) = L` has
exactly one root in `(n π, (n + 1) π)`. -/
theorem existsUnique_root (L : ℝ) {n : ℕ} (hn : 1 ≤ n) :
    ∃! x, x ∈ Ioo (n * π) ((n + 1) * π) ∧ scaledLogDeriv j0 x = L := by
  have hs : (-1 : ℝ) ^ n * (-1) ^ n = 1 := by rw [← mul_pow]; norm_num
  have hv : (-1 : ℝ) ^ n * ((n * π) * cos (n * π) - (L + 1) * sin (n * π)) = n * π := by
    rw [Real.cos_nat_mul_pi, Real.sin_nat_mul_pi]
    linear_combination (n * π) * hs
  have hp : 0 < (n : ℝ) * π := mul_pos (by exact_mod_cast hn) pi_pos
  obtain ⟨x, h1, h2, h3⟩ := exists_zero L n (a := n * π)
    (by linarith [pi_pos]) (by rw [hv]; exact hp.le)
  have hne : (n : ℝ) * π ≠ x := by
    intro h
    rw [← h] at h3
    rw [h3, mul_zero] at hv
    linarith
  have hx : x ∈ Ioo (n * π) ((n + 1) * π) := ⟨lt_of_le_of_ne h1 hne, h2⟩
  have hL : scaledLogDeriv j0 x = L := by
    rw [scaledLogDeriv_j0 (sin_ne hx), Real.cot_eq_cos_div_sin]
    exact (match_iff (sin_ne hx)).mpr h3
  exact ⟨x, ⟨hx, hL⟩, fun z hz => (strictAntiOn_j0 n).injOn hz.1 hx (hz.2.trans hL.symm)⟩

/-- In `(0, π)` the matching condition has exactly one root if `L < 0`, and none if
`L ≥ 0`. -/
theorem first_interval (L : ℝ) :
    (L < 0 → ∃! x, x ∈ Ioo 0 π ∧ scaledLogDeriv j0 x = L) ∧
    (0 ≤ L → ∀ x ∈ Ioo 0 π, scaledLogDeriv j0 x ≠ L) := by
  have key : ∀ x ∈ Ioo 0 π, (scaledLogDeriv j0 x = L ↔
      x * cos x - (L + 1) * sin x = 0) := by
    intro x hx
    have hs := (Real.sin_pos_of_pos_of_lt_pi hx.1 hx.2).ne'
    rw [scaledLogDeriv_j0 hs, Real.cot_eq_cos_div_sin]
    exact match_iff hs
  constructor
  · intro hL
    -- a starting point where the pole-free matching function is nonnegative
    obtain ⟨a, ha, hle, hg⟩ : ∃ a, 0 < a ∧ a ≤ π ∧ 0 ≤ a * cos a - (L + 1) * sin a := by
      by_cases h : L + 1 ≤ 0
      · refine ⟨π / 2, by positivity, by linarith [pi_pos], ?_⟩
        rw [Real.cos_pi_div_two, Real.sin_pi_div_two]
        linarith
      · have hp : 0 < arccos (L + 1) := Real.arccos_pos.mpr (by linarith)
        refine ⟨arccos (L + 1), hp, Real.arccos_le_pi _, ?_⟩
        rw [Real.cos_arccos (by linarith) (by linarith)]
        nlinarith [Real.sin_lt hp]
    obtain ⟨x, h1, h2, h3⟩ := exists_zero L 0 (a := a) (by simpa using hle)
      (by simpa using hg)
    have hx : x ∈ Ioo 0 π := ⟨lt_of_lt_of_le ha h1, by simpa using h2⟩
    have hA : StrictAntiOn (scaledLogDeriv j0) (Ioo 0 π) := by
      simpa using strictAntiOn_j0 0
    have hxL := (key x hx).mpr h3
    exact ⟨x, ⟨hx, hxL⟩, fun z hz => hA.injOn hz.1 hx (hz.2.trans hxL.symm)⟩
  · intro hL x hx h
    have h0 := (key x hx).mp h
    have hs := Real.sin_pos_of_pos_of_lt_pi hx.1 hx.2
    have hlt : x * cos x < sin x := by
      by_cases hh : x < π / 2
      · have ht := Real.lt_tan hx.1 hh
        have hc : 0 < cos x := Real.cos_pos_of_mem_Ioo ⟨by linarith [hx.1, pi_pos], hh⟩
        rwa [Real.tan_eq_sin_div_cos, lt_div_iff₀ hc] at ht
      · have hc : cos x ≤ 0 := Real.cos_nonpos_of_pi_div_two_le_of_le
          (not_lt.mp hh) (by linarith [hx.2, pi_pos])
        nlinarith [mul_nonneg hx.1.le (neg_nonneg.mpr hc)]
    nlinarith [mul_nonneg hL hs.le]

/-- For imaginary wave number the matching condition `y i0'(y) / i0(y) = L` has exactly
one root `y > 0` if `L > 0`, and none if `L ≤ 0`. -/
theorem imaginary_root (L : ℝ) :
    (0 < L → ∃! y, 0 < y ∧ scaledLogDeriv i0 y = L) ∧
    (L ≤ 0 → ∀ y, 0 < y → scaledLogDeriv i0 y ≠ L) := by
  have key : ∀ y, 0 < y → (scaledLogDeriv i0 y = L ↔
      y * cosh y - (L + 1) * sinh y = 0) := by
    intro y hy
    rw [scaledLogDeriv_i0 hy.ne']
    exact match_iff (Real.sinh_pos_iff.mpr hy).ne'
  constructor
  · intro hL
    have hd : ∀ y ∈ Ioi (0 : ℝ), HasDerivAt (fun y => y * cosh y / sinh y)
        ((sinh y * cosh y - y) / sinh y ^ 2) y := by
      intro y hy
      refine (((hasDerivAt_id' y).fun_mul (Real.hasDerivAt_cosh y)).fun_div
        (Real.hasDerivAt_sinh y) (Real.sinh_pos_iff.mpr hy).ne').congr_deriv ?_
      congr 1
      linear_combination (-y) * Real.cosh_sq y
    have hM : StrictMonoOn (fun y => y * cosh y / sinh y) (Ioi (0 : ℝ)) := by
      refine strictMonoOn_of_deriv_pos (convex_Ioi 0)
        (fun y hy => (hd y hy).continuousAt.continuousWithinAt) ?_
      intro y hy
      rw [interior_Ioi] at hy
      rw [(hd y hy).deriv]
      have hs : 0 < sinh y := Real.sinh_pos_iff.mpr hy
      have h1 : y < sinh y := Real.self_lt_sinh_iff.mpr hy
      exact div_pos (by nlinarith [Real.one_le_cosh y]) (pow_pos hs 2)
    -- bracket the root between `arsinh L` and `L + 1`
    have ha : 0 < arsinh L := Real.arsinh_pos_iff.mpr hL
    have hsa : sinh (arsinh L) = L := Real.sinh_arsinh L
    have hal : arsinh L < L := by
      have := Real.self_lt_sinh_iff.mpr ha
      rwa [hsa] at this
    have hca : cosh (arsinh L) ≤ L + 1 := by
      have := Real.cosh_sq (arsinh L)
      rw [hsa] at this
      nlinarith [Real.cosh_pos (arsinh L)]
    have hlow : arsinh L * cosh (arsinh L) - (L + 1) * sinh (arsinh L) ≤ 0 := by
      rw [hsa]
      nlinarith [mul_le_mul_of_nonneg_left hca ha.le]
    have hhigh : 0 ≤ (L + 1) * cosh (L + 1) - (L + 1) * sinh (L + 1) := by
      nlinarith [Real.sinh_lt_cosh (L + 1)]
    obtain ⟨y, hy, hy0⟩ := intermediate_value_Icc (show arsinh L ≤ L + 1 by linarith)
      (f := fun y => y * cosh y - (L + 1) * sinh y)
      (Continuous.continuousOn (by fun_prop)) ⟨hlow, hhigh⟩
    have hyp : 0 < y := lt_of_lt_of_le ha hy.1
    have hyL := (key y hyp).mpr hy0
    refine ⟨y, ⟨hyp, hyL⟩, fun z hz => hM.injOn hz.1 hyp ?_⟩
    have h := hz.2.trans hyL.symm
    rw [scaledLogDeriv_i0 hz.1.ne', scaledLogDeriv_i0 hyp.ne'] at h
    simp only [← mul_div_assoc] at h
    show z * cosh z / sinh z = y * cosh y / sinh y
    linarith
  · intro hL y hy h
    have h0 := (key y hy).mp h
    have hM : StrictMonoOn (fun y => y * cosh y - sinh y) (Ici (0 : ℝ)) := by
      refine strictMonoOn_of_deriv_pos (convex_Ici 0)
        (Continuous.continuousOn (by fun_prop)) ?_
      intro x hx
      rw [interior_Ici] at hx
      have hd : HasDerivAt (fun y => y * cosh y - sinh y) (x * sinh x) x :=
        (((hasDerivAt_id' x).fun_mul (Real.hasDerivAt_cosh x)).fun_sub
          (Real.hasDerivAt_sinh x)).congr_deriv (by ring)
      rw [hd.deriv]
      exact mul_pos hx (Real.sinh_pos_iff.mpr hx)
    have hlt : 0 * cosh 0 - sinh 0 < y * cosh y - sinh y :=
      hM (mem_Ici.mpr le_rfl) (mem_Ici.mpr hy.le) hy
    rw [Real.sinh_zero, zero_mul, sub_zero] at hlt
    nlinarith [mul_nonneg (neg_nonneg.mpr hL) (Real.sinh_pos_iff.mpr hy).le]

/-- At core radius `rc > 0`, for each `n ≥ 1` exactly one wave number `q` with `q rc` in
`(n π, (n + 1) π)` gives `j0 (q r)` the dimensionless logarithmic derivative `L`. -/
theorem existsUnique_waveNumber (L : ℝ) {rc : ℝ} (hrc : 0 < rc) {n : ℕ} (hn : 1 ≤ n) :
    ∃! q, q * rc ∈ Ioo (n * π) ((n + 1) * π) ∧
      scaledLogDeriv (fun r => j0 (q * r)) rc = L := by
  obtain ⟨x, ⟨hx, hL⟩, hu⟩ := existsUnique_root L hn
  have e : x / rc * rc = x := div_mul_cancel₀ x hrc.ne'
  have h1 : x / rc * rc ∈ Ioo (n * π) ((n + 1) * π) := by rw [e]; exact hx
  have h2 : scaledLogDeriv (fun r => j0 (x / rc * r)) rc = L := by
    rw [scaledLogDeriv_scale j0 (x / rc) rc, e]; exact hL
  refine ⟨x / rc, ⟨h1, h2⟩, fun q hq => (eq_div_iff hrc.ne').mpr (hu _ ⟨hq.1, ?_⟩)⟩
  exact (scaledLogDeriv_scale j0 q rc).symm.trans hq.2

end

end BesselPseudization
```

```lean
#print axioms BesselPseudization.j0_imaginary
-- 'BesselPseudization.j0_imaginary' depends on axioms: [propext, Classical.choice, Quot.sound]
#print axioms BesselPseudization.first_interval
-- 'BesselPseudization.first_interval' depends on axioms: [propext, Classical.choice, Quot.sound]
#print axioms BesselPseudization.imaginary_root
-- 'BesselPseudization.imaginary_root' depends on axioms: [propext, Classical.choice, Quot.sound]
#print axioms BesselPseudization.existsUnique_waveNumber
-- 'BesselPseudization.existsUnique_waveNumber' depends on axioms: [propext, Classical.choice, Quot.sound]
```

## How the theorems read, and where they stop

`scaledLogDeriv f x` is $x f'(x)/f(x)$ with Lean's actual derivative `deriv`; the cotangent formula is proved in `scaledLogDeriv_j0`, not put into the definition. `Ioo` is an open interval, which keeps the nodes out of the root count: there the logarithmic derivative diverges, while Lean's division by zero returns the value 0. `∃!` means that exactly one number satisfies both the interval condition and the matching condition.

`existsUnique_root` is the statement for $n\ge1$. `first_interval` and `imaginary_root` each join an existence-and-uniqueness claim to a non-existence claim. `existsUnique_waveNumber` restates the first for $q$ at a core radius `rc`, using `scaledLogDeriv_scale`.

The proofs follow the derivation. `match_iff` exchanges the quotient for the pole-free equation. `strictAntiOn_j0` gives the decrease between nodes, including the first interval, and its `injOn` supplies uniqueness. `exists_zero` applies the intermediate value theorem to $(-1)^n g$, so that one argument serves both parities of $n$; its starting point `a` is $n\pi$ for the higher intervals and the special point above for the first. In `imaginary_root`, the increase of $y\coth y$ and the bracket are established inside the proof.

`j0_imaginary` identifies the values of $\sin z/z$ on the imaginary axis with $i_0$. The matching theorem there concerns the real function $i_0$; that $x\,d/dx$ becomes $y\,d/dy$ under $x=iy$ is the chain rule, which the file does not state for complex arguments.

$L$ is an input, and only $l=0$ is treated. Norm conservation, the expansion coefficients, the optimisation of the pseudo-orbital and rounding error in a root finder do not enter.

A different model would take $t=x^2$ as the variable, proportional to the kinetic energy of the Bessel function, with $t<0$ for imaginary wave numbers and $j_0$ set to $1$ at $t=0$. The first interval and the imaginary branch would then merge into one statement: exactly one $t<\pi^2$ for every real $L$, with $t=0$ at $L=0$. The price is a function defined across $t=0$, by a power series or by cases, in place of two elementary quotients.
